# The number of ordered pairs of distinct occupied orbitals is M(M − 1)

Let each orbital be either occupied or empty, with occupation number 1 or 0, and let `S` be a finite set of orbitals of which M are occupied. The theorem `pair_count` states that the products of the occupation numbers of two different orbitals, summed over all ordered pairs from `S`, give M(M − 1). This is a counting identity for a single fixed occupation pattern, and no Hamiltonian or energy enters it. The proof first fixes an orbital i and shows that the sum over its partners is the occupation number of i times M − 1, using the fact that an occupation number equals its own square. It then sums over i.

In Lean, a first try:

```lean
import Mathlib

open Finset

namespace ThreeBodyLowerBound

noncomputable section

variable {ι : Type*} [Fintype ι] [DecidableEq ι]

/-- The occupation number (0 or 1) of orbital `i` in the occupation pattern `n`. -/
def occ (n : ι → Bool) (i : ι) : ℝ := if n i = true then 1 else 0

/-- The number of occupied orbitals in the subset `S`. -/
def number (S : Finset ι) (n : ι → Bool) : ℕ := (S.filter (fun i => n i = true)).card

omit [Fintype ι] [DecidableEq ι] in
lemma occ_sq (n : ι → Bool) (i : ι) : occ n i * occ n i = occ n i := by
  unfold occ
  split_ifs <;> norm_num

omit [Fintype ι] [DecidableEq ι] in
lemma sum_occ (S : Finset ι) (n : ι → Bool) : ∑ i ∈ S, occ n i = (number S n : ℝ) := by
  simp [occ, number]

omit [Fintype ι] in
/-- In a pattern with `M` occupied orbitals in `S`, the occupation products over ordered
pairs of distinct orbitals add up to `M (M - 1)`. -/
theorem pair_count (S : Finset ι) (n : ι → Bool) :
    ∑ i ∈ S, ∑ j ∈ S.erase i, occ n i * occ n j
      = (number S n : ℝ) * ((number S n : ℝ) - 1) := by
  have inner : ∀ i ∈ S, ∑ j ∈ S.erase i, occ n i * occ n j
      = occ n i * ((number S n : ℝ) - 1) := by
    intro i hi
    have h := Finset.add_sum_erase S (occ n) hi
    rw [sum_occ] at h
    rw [← Finset.mul_sum]
    linear_combination occ n i * h - occ_sq n i
  rw [Finset.sum_congr rfl inner, ← Finset.sum_mul, sum_occ]

end

end ThreeBodyLowerBound
```

Compiling this gives:

```
Main.lean:38:4: error: ring failed, ring expressions not equal
ι : Type u_1
inst✝ : DecidableEq ι
S : Finset ι
n : ι → Bool
i : ι
hi : i ∈ S
h : occ n i + ↑(number (S.erase i) n) = ∑ x ∈ S, occ n x
⊢ occ n i * ∑ i ∈ S.erase i, occ n i + occ n i * ∑ i ∈ S, occ n i - occ n i * ↑(number S n) -
      occ n i * ↑(number (S.erase i) n) =
    0
```

The repair, with which the file compiles:

```diff
@@ -34,5 +34,5 @@
     intro i hi
     have h := Finset.add_sum_erase S (occ n) hi
-    rw [sum_occ] at h
+    rw [sum_occ S n] at h
     rw [← Finset.mul_sum]
     linear_combination occ n i * h - occ_sq n i
```

Cause. The error says that `ring`, which `linear_combination` calls to check the algebra, could not reduce the remaining difference to zero. The fault lies earlier, in `rw [sum_occ] at h`. Before that step, `h` says that the occupation of `i` plus the sum over `S.erase i` equals the sum over `S`. The lemma `sum_occ` turns the sum over any finite set into a count, and when `rw` is given no arguments it settles on the first match it finds. Here that was the sum over `S.erase i`, as the printed `h` shows, and the sum over `S` was left as it was.

The goal needs the opposite: the sum over `S.erase i` kept, and the sum over `S` replaced by `number S n`. To `ring` these sums and counts are unrelated quantities, so the four terms in the message do not cancel. Writing `sum_occ S n` fixes the set, so that the sum over `S` is the one rewritten, and the same `linear_combination` then succeeds.
